# Eckart alignment is not transitive: a planar four-atom example

Take four atoms of unit mass in the plane, matched in order and sign, in the configurations

$$x=(\pm(1,0),\,\pm(0,1)),\quad y=(\pm(2,0),\,\pm(0,1)),\quad z=(\pm(1,1),\,\pm(2,1)).$$

Then $x$ is Eckart aligned with $y$, and $y$ with $z$, but $x$ is not aligned with $z$. The same holds if "aligned" means that no rotation of the second configuration brings it closer to the first. For planar frames of a simulation, this means that aligning each frame with its predecessor need not leave the first and third aligned with each other.

## Cross products, scalar products and the best rotation

Let atom $i$ have mass $m_i$ and positions $x_i=(x_{i,1},x_{i,2})$ and $y_i=(y_{i,1},y_{i,2})$ in two configurations. Write $x_i\times y_i=x_{i,1}y_{i,2}-x_{i,2}y_{i,1}$ and

$$C(x,y)=\sum_i m_i\,x_i\times y_i,\qquad D(x,y)=\sum_i m_i\,x_i\cdot y_i .$$

The configurations are Eckart aligned when both have their centre of mass at the origin and $C(x,y)=0$. For the example, all three are centred because the atoms come in pairs $\pm p$. Each pair contributes twice the product of its first members:

$$\begin{aligned}
C(x,y)&=2(0)+2(0)=0, & D(x,y)&=2(2)+2(1)=6,\\
C(y,z)&=2(2)+2(-2)=0, & D(y,z)&=2(2)+2(1)=6,\\
C(x,z)&=2(1)+2(-2)=-2, & D(x,z)&=2(1)+2(1)=4.
\end{aligned}$$

In $C(y,z)$ the two pairs cancel. Replacing $y$ by $x$ halves the first contribution and leaves the second unchanged, which destroys the cancellation.

To connect this with distance, let $R_\theta$ be the rotation by $\theta$ and $S(\theta)=\sum_i m_i|x_i-R_\theta y_i|^2$. Rotation preserves $|y_i|$, and $x_i\cdot R_\theta y_i=\cos\theta\,(x_i\cdot y_i)-\sin\theta\,(x_i\times y_i)$. Hence

$$S(\theta)=S(0)+2(1-\cos\theta)D+2\sin\theta\,C .$$

If $C=0$ and $D\ge 0$, no rotation lowers $S$. Conversely, suppose that none does, and put $r=\sqrt{C^2+D^2}$. If $r=0$, then $C=D=0$. Otherwise choose $\cos\theta=D/r$ and $\sin\theta=-C/r$, which gives $S(\theta)-S(0)=2(D-r)$. This must be nonnegative, so $r\le D$, which forces $C=0$ and $D\ge0$. For the pair $(x,z)$ the same rotation lowers the squared distance from $10$ to $18-2\sqrt{20}\approx 9.06$.

## Three atoms fail, two do not

With unit masses, the configurations

$$x=((2,0),(0,0),(-2,0)),\quad y=((1,0),(-1,0),(0,0)),\quad z=((1,1),(-1,1),(0,-2))$$

are centred, with $C(x,y)=C(y,z)=0$ and $D(x,y)=D(y,z)=2$, but $C(x,z)=2+0+4=6$.

For two atoms, numbered 0 and 1, with positive masses, centring gives $x_1=-(m_0/m_1)x_0$ and likewise for $y$, so

$$m_1C(x,y)=m_0(m_0+m_1)\,x_0\times y_0 .$$

Alignment therefore means that $x_0$ and $y_0$ are parallel. If $x_0\times y_0=0$ and $y_0\times z_0=0$, the identities

$$\begin{aligned}
y_{0,1}(x_0\times z_0)&=x_{0,1}(y_0\times z_0)+z_{0,1}(x_0\times y_0),\\
y_{0,2}(x_0\times z_0)&=z_{0,2}(x_0\times y_0)+x_{0,2}(y_0\times z_0)
\end{aligned}$$

give $x_0\times z_0=0$ whenever $y_0\neq0$. A middle configuration collapsed to the origin is aligned with every centred one and so carries no information about direction.

## Configurations and alignment in Lean

The finite type `ι` labels the atoms, and a configuration is a function `ι → ℝ × ℝ`. Using the same label in both configurations fixes the matching; atoms are never permuted.

```lean
import Mathlib

open Finset

namespace EckartNotTransitive

noncomputable section

variable {ι : Type*} [Fintype ι]
```

The next three definitions are $x_i\times y_i$, $C$ and $D$.

```lean
/-- The planar cross product of two vectors. -/
def wedge (p q : ℝ × ℝ) : ℝ := p.1 * q.2 - p.2 * q.1

/-- The mass-weighted sum of cross products of matched atoms. -/
def crossSum (m : ι → ℝ) (x y : ι → ℝ × ℝ) : ℝ := ∑ i, m i * wedge (x i) (y i)

/-- The mass-weighted sum of scalar products of matched atoms. -/
def dotSum (m : ι → ℝ) (x y : ι → ℝ × ℝ) : ℝ :=
  ∑ i, m i * ((x i).1 * (y i).1 + (x i).2 * (y i).2)
```

The squared distance is mass-weighted, and a positive `θ` turns the configuration counterclockwise.

```lean
/-- The mass-weighted squared distance between two configurations. -/
def sqDist (m : ι → ℝ) (x y : ι → ℝ × ℝ) : ℝ :=
  ∑ i, m i * (((x i).1 - (y i).1) ^ 2 + ((x i).2 - (y i).2) ^ 2)

/-- The configuration turned as a whole by the angle `θ` about the origin. -/
def rotate (θ : ℝ) (y : ι → ℝ × ℝ) : ι → ℝ × ℝ := fun i =>
  (Real.cos θ * (y i).1 - Real.sin θ * (y i).2,
   Real.sin θ * (y i).1 + Real.cos θ * (y i).2)
```

`Centered` states that the mass-weighted positions sum to zero. `EckartAligned` applies to finite displacements as well as small ones, and treats the two configurations on an equal footing.

```lean
/-- The mass-weighted sum of positions vanishes. -/
def Centered (m : ι → ℝ) (x : ι → ℝ × ℝ) : Prop :=
  ∑ i, m i * (x i).1 = 0 ∧ ∑ i, m i * (x i).2 = 0

/-- The Eckart conditions: both configurations are centred and their
mass-weighted cross products sum to zero. -/
def EckartAligned (m : ι → ℝ) (x y : ι → ℝ × ℝ) : Prop :=
  Centered m x ∧ Centered m y ∧ crossSum m x y = 0
```

`BestAligned` compares rotations about the origin only; translations and reflections are not among the competitors, and centring is not required.

```lean
/-- No rotation of `y` about the origin brings it closer to `x`. -/
def BestAligned (m : ι → ℝ) (x y : ι → ℝ × ℝ) : Prop :=
  ∀ θ : ℝ, sqDist m x y ≤ sqDist m x (rotate θ y)
```

## The distance criterion

The formula for $S(\theta)$ is proved atom by atom, and the only trigonometry needed is $\sin^2\theta+\cos^2\theta=1$.

```lean
/-- The squared distance after turning the second configuration by `θ`. -/
theorem sqDist_rotate (m : ι → ℝ) (x y : ι → ℝ × ℝ) (θ : ℝ) :
    sqDist m x (rotate θ y) = sqDist m x y
      + 2 * (1 - Real.cos θ) * dotSum m x y + 2 * Real.sin θ * crossSum m x y := by
  simp only [sqDist, dotSum, crossSum, wedge, rotate, Finset.mul_sum,
    ← Finset.sum_add_distrib]
  apply Finset.sum_congr rfl
  intro i _
  linear_combination
    (m i * ((y i).1 ^ 2 + (y i).2 ^ 2)) * Real.sin_sq_add_cos_sq θ
```

The equivalence holds for arbitrary real masses. In the forward direction, the test angle is the argument of the complex number $D-iC$ and `r` is its norm, which also covers $r=0$. The step `key` computes half the change in squared distance as $D-r$, `hsq` is $r^2=D^2+C^2$, and `hle` is the resulting bound $r\le D$. The reverse direction uses $\cos\theta\le1$.

```lean
/-- Two configurations are best aligned exactly when the mass-weighted sum of their cross products
is zero and that of their scalar products is nonnegative. -/
theorem bestAligned_iff (m : ι → ℝ) (x y : ι → ℝ × ℝ) :
    BestAligned m x y ↔ crossSum m x y = 0 ∧ 0 ≤ dotSum m x y := by
  constructor
  · intro h
    -- test the rotation that minimises the squared distance
    obtain ⟨r, θ, hr, hc, hs⟩ : ∃ r θ : ℝ, 0 ≤ r ∧
        r * Real.cos θ = dotSum m x y ∧ r * Real.sin θ = -crossSum m x y :=
      ⟨‖(⟨dotSum m x y, -crossSum m x y⟩ : ℂ)‖,
        Complex.arg ⟨dotSum m x y, -crossSum m x y⟩, norm_nonneg _,
        Complex.norm_mul_cos_arg _, Complex.norm_mul_sin_arg _⟩
    have h1 := h θ
    rw [sqDist_rotate] at h1
    have one := Real.sin_sq_add_cos_sq θ
    have key : (1 - Real.cos θ) * dotSum m x y + Real.sin θ * crossSum m x y
        = dotSum m x y - r := by
      linear_combination Real.cos θ * hc + Real.sin θ * hs - r * one
    have hsq : r ^ 2 = dotSum m x y ^ 2 + crossSum m x y ^ 2 := by
      linear_combination (r * Real.cos θ + dotSum m x y) * hc
        + (r * Real.sin θ - crossSum m x y) * hs - r ^ 2 * one
    have hle : r ≤ dotSum m x y := by linarith
    have hC : crossSum m x y ^ 2 = 0 := by
      apply le_antisymm _ (sq_nonneg _)
      nlinarith
    exact ⟨pow_eq_zero_iff (two_ne_zero) |>.mp hC, hr.trans hle⟩
  · rintro ⟨hC, hD⟩ θ
    rw [sqDist_rotate, hC]
    have h := mul_nonneg (sub_nonneg.mpr (Real.cos_le_one θ)) hD
    linarith
```

## The explicit configurations

The lists below fix the order of the atoms, each position being followed by its negative.

```lean
/-- Four atoms at `±(1,0)` and `±(0,1)`. -/
def crossX : Fin 4 → ℝ × ℝ := ![(1, 0), (-1, 0), (0, 1), (0, -1)]

/-- Four atoms at `±(2,0)` and `±(0,1)`. -/
def crossY : Fin 4 → ℝ × ℝ := ![(2, 0), (-2, 0), (0, 1), (0, -1)]

/-- Four atoms at `±(1,1)` and `±(2,1)`. -/
def crossZ : Fin 4 → ℝ × ℝ := ![(1, 1), (-1, -1), (2, 1), (-2, -1)]
```

The theorem states both kinds of alignment for the first two pairs, the value $-2$ for the outer pair, and the failure of both kinds there. The proof replaces `BestAligned` by the criterion on $C$ and $D$, after which `norm_num` evaluates the finite sums.

```lean
/-- With unit masses, the first and second four-atom configurations are aligned, and
so are the second and third, in both the Eckart and the least-distance sense; the
first and third have cross-product sum `-2` and are aligned in neither sense. -/
theorem alignment_not_transitive :
    (EckartAligned (fun _ => 1) crossX crossY ∧ BestAligned (fun _ => 1) crossX crossY) ∧
    (EckartAligned (fun _ => 1) crossY crossZ ∧ BestAligned (fun _ => 1) crossY crossZ) ∧
    crossSum (fun _ => 1) crossX crossZ = -2 ∧
    ¬ EckartAligned (fun _ => 1) crossX crossZ ∧
    ¬ BestAligned (fun _ => 1) crossX crossZ := by
  simp only [bestAligned_iff]
  norm_num [EckartAligned, Centered, crossSum, dotSum, wedge, crossX, crossY, crossZ,
    Fin.sum_univ_succ]
```

The three-atom example is checked in the same way.

```lean
/-- Three atoms of unit mass suffice: here the first pair and the second pair of
configurations are aligned in both senses, and the outer pair in neither. -/
theorem three_atoms_not_transitive :
    let m : Fin 3 → ℝ := fun _ => 1
    let x : Fin 3 → ℝ × ℝ := ![(2, 0), (0, 0), (-2, 0)]
    let y : Fin 3 → ℝ × ℝ := ![(1, 0), (-1, 0), (0, 0)]
    let z : Fin 3 → ℝ × ℝ := ![(1, 1), (-1, 1), (0, -2)]
    (EckartAligned m x y ∧ BestAligned m x y) ∧
    (EckartAligned m y z ∧ BestAligned m y z) ∧
    ¬ EckartAligned m x z ∧ ¬ BestAligned m x z := by
  simp only [bestAligned_iff]
  norm_num [EckartAligned, Centered, crossSum, dotSum, wedge, Fin.sum_univ_succ]
```

## The diatomic exception

The reduction to a single cross product is written without division, so it needs no assumption on the masses. Its proof combines the four centring equations linearly.

```lean
/-- For two centred diatomic configurations, `m 1` times the cross-product sum equals `m 0 * (m 0 +
m 1)` times the cross product of the first atom's two positions. -/
theorem two_atoms_crossSum (m : Fin 2 → ℝ) (x y : Fin 2 → ℝ × ℝ)
    (hx : Centered m x) (hy : Centered m y) :
    m 1 * crossSum m x y = m 0 * (m 0 + m 1) * wedge (x 0) (y 0) := by
  obtain ⟨hx1, hx2⟩ := hx
  obtain ⟨hy1, hy2⟩ := hy
  simp only [Fin.sum_univ_two] at hx1 hx2 hy1 hy2
  simp only [crossSum, wedge, Fin.sum_univ_two]
  linear_combination (m 1 * (y 1).2) * hx1 - (m 0 * (x 0).1) * hy2
    - (m 1 * (y 1).1) * hx2 + (m 0 * (x 0).2) * hy1
```

Positive masses, `hm`, enter when the common factors are cancelled. The hypothesis `y ≠ 0` says that the two atoms are not both at the origin; with centring it yields `hne`, a nonzero component of $y_0$. The two cases of `hne` then use the two identities above. The conclusion concerns Eckart alignment only, not `BestAligned`.

```lean
/-- For two atoms of positive mass, Eckart alignment is transitive through any middle
configuration whose atoms do not both sit at the origin. -/
theorem two_atoms_transitive (m : Fin 2 → ℝ) (hm : ∀ i, 0 < m i)
    (x y z : Fin 2 → ℝ × ℝ) (hy : y ≠ 0)
    (hxy : EckartAligned m x y) (hyz : EckartAligned m y z) :
    EckartAligned m x z := by
  obtain ⟨cx, cy, exy⟩ := hxy
  obtain ⟨_, cz, eyz⟩ := hyz
  have h0 := hm 0
  have h1 := hm 1
  have hpos : m 0 * (m 0 + m 1) ≠ 0 := by positivity
  -- alignment makes the first atom's positions parallel
  have a := two_atoms_crossSum m x y cx cy
  have b := two_atoms_crossSum m y z cy cz
  rw [exy, mul_zero] at a
  rw [eyz, mul_zero] at b
  have a' : wedge (x 0) (y 0) = 0 := (mul_eq_zero.mp a.symm).resolve_left hpos
  have b' : wedge (y 0) (z 0) = 0 := (mul_eq_zero.mp b.symm).resolve_left hpos
  have hne : (y 0).1 ≠ 0 ∨ (y 0).2 ≠ 0 := by
    by_contra h
    simp only [ne_eq, not_or, not_not] at h
    obtain ⟨c1, c2⟩ := cy
    simp only [Fin.sum_univ_two] at c1 c2
    have d1 : m 1 * (y 1).1 = 0 := by linear_combination c1 - m 0 * h.1
    have d2 : m 1 * (y 1).2 = 0 := by linear_combination c2 - m 0 * h.2
    apply hy
    funext i
    fin_cases i
    · exact Prod.ext h.1 h.2
    · exact Prod.ext ((mul_eq_zero.mp d1).resolve_left h1.ne')
        ((mul_eq_zero.mp d2).resolve_left h1.ne')
  -- parallelism passes through the nonzero middle vector
  have c' : wedge (x 0) (z 0) = 0 := by
    simp only [wedge] at a' b' ⊢
    rcases hne with h | h
    · apply (mul_eq_zero.mp _).resolve_left h
      linear_combination (x 0).1 * b' + (z 0).1 * a'
    · apply (mul_eq_zero.mp _).resolve_left h
      linear_combination (z 0).2 * a' + (x 0).2 * b'
  have c := two_atoms_crossSum m x z cx cz
  rw [c', mul_zero] at c
  exact ⟨cx, cz, (mul_eq_zero.mp c).resolve_left h1.ne'⟩

end

end EckartNotTransitive
```

```lean
#print axioms EckartNotTransitive.alignment_not_transitive
#print axioms EckartNotTransitive.three_atoms_not_transitive
#print axioms EckartNotTransitive.two_atoms_transitive
```

```
'EckartNotTransitive.alignment_not_transitive' depends on axioms: [propext, Classical.choice, Quot.sound]
'EckartNotTransitive.three_atoms_not_transitive' depends on axioms: [propext, Classical.choice, Quot.sound]
'EckartNotTransitive.two_atoms_transitive' depends on axioms: [propext, Classical.choice, Quot.sound]
```

## The same condition in complex numbers

If positions are written as complex numbers, $C$ and $D$ merge into $H(x,y)=\sum_i m_i\,\overline{x_i}\,y_i=D+iC$, and turning $y$ by $\theta$ multiplies $H$ by $e^{i\theta}$. Best alignment then says that $H$ is real and nonnegative, which would shorten the distance argument. The price is a formulation tied to the plane, whereas cross products carry over to the three-dimensional Eckart conditions, which are not treated here.
